# In the Topping model, an adsorbed layer's dipole rises with coverage to a single peak, then falls towards zero

In this model each adsorbed dipole has moment `p0 / (1 + c * θ ^ (3 / 2))` at coverage θ, weakened by its neighbours, and the layer dipole is θ times that moment. For positive `p0` and `c`, the theorem says that the layer dipole increases strictly on the closed interval from zero to (2/c)^(2/3), decreases strictly from there on, and tends to zero as θ grows without bound. Coverage is any non-negative real number here, with no cap at a full layer. The proof writes the dipole in terms of √θ and gets the two monotonicity claims from polynomial inequalities, using a bound on `c * √θ ^ 3` on each side of the peak. The limit comes from the large-coverage law, by which √θ times the layer dipole tends to `p0 / c`.

The first attempt, which Lean rejects:

```lean
import Mathlib

open Filter Topology Set

namespace ToppingDepolarization

noncomputable section

/-- The moment of one adsorbed dipole at coverage `θ`, with bare moment `p0` and
depolarization strength `c`. -/
def moment (p0 c θ : ℝ) : ℝ := p0 / (1 + c * θ ^ (3 / 2 : ℝ))

/-- The dipole of the whole layer: coverage times the moment of one adsorbate. -/
def layerDipole (p0 c θ : ℝ) : ℝ := θ * moment p0 c θ

/-- The coverage `(2/c)^(2/3)`. -/
def peakCoverage (c : ℝ) : ℝ := (2 / c) ^ (2 / 3 : ℝ)

/-- At the coverage `(2/c)^(2/3)` the depolarization term `c θ^(3/2)` equals two. -/
theorem depolarization_at_peak {c : ℝ} (hc : 0 < c) :
    c * peakCoverage c ^ (3 / 2 : ℝ) = 2 := by
  have h : peakCoverage c ^ (3 / 2 : ℝ) = 2 / c := by
    rw [peakCoverage, ← Real.rpow_mul (by positivity),
      show (2 / 3 : ℝ) * (3 / 2) = 1 by norm_num, Real.rpow_one]
  rw [h]
  field_simp

/-- The layer dipole written in terms of the square root of the coverage. -/
theorem layerDipole_eq_sqrt (p0 c : ℝ) {θ : ℝ} (hθ : 0 ≤ θ) :
    layerDipole p0 c θ = p0 * √θ ^ 2 / (1 + c * √θ ^ 3) := by
  have h : θ ^ (3 / 2 : ℝ) = √θ ^ 3 := by
    rw [Real.sqrt_eq_rpow, ← Real.rpow_natCast, ← Real.rpow_mul hθ]
    norm_num
  rw [layerDipole, moment, h, Real.sq_sqrt hθ]
  ring

/-- At large coverage the layer dipole falls off as `p0 / (c √θ)`: the product
`√θ D(θ)` tends to `p0 / c`. -/
theorem tendsto_sqrt_mul_layerDipole (p0 : ℝ) {c : ℝ} (hc : 0 < c) :
    Tendsto (fun θ => √θ * layerDipole p0 c θ) atTop (𝓝 (p0 / c)) := by
  have h3 : Tendsto (fun θ : ℝ => √θ ^ 3) atTop atTop :=
    (tendsto_pow_atTop (by norm_num : (3 : ℕ) ≠ 0)).comp Real.tendsto_sqrt_atTop
  have hi : Tendsto (fun θ : ℝ => (√θ ^ 3)⁻¹) atTop (𝓝 0) :=
    tendsto_inv_atTop_zero.comp h3
  have hs : Tendsto (fun θ : ℝ => (√θ ^ 3)⁻¹ + c) atTop (𝓝 c) := by
    simpa using hi.add_const c
  have hd : Tendsto (fun θ : ℝ => p0 / ((√θ ^ 3)⁻¹ + c)) atTop (𝓝 (p0 / c)) :=
    tendsto_const_nhds.div hs hc.ne'
  refine hd.congr' ?_
  filter_upwards [eventually_gt_atTop (0 : ℝ)] with θ hθ
  rw [layerDipole_eq_sqrt p0 c hθ.le]
  have hr : 0 < √θ := Real.sqrt_pos.2 hθ
  have h1 : (√θ ^ 3)⁻¹ + c = (1 + c * √θ ^ 3) / √θ ^ 3 := by
    field_simp
  rw [h1, div_div_eq_mul_div]
  ring

/-- Topping depolarization: the layer dipole increases strictly with coverage up to
`(2/c)^(2/3)`, decreases strictly beyond, and tends to zero at large coverage. -/
theorem layerDipole_rise_and_fall {p0 c : ℝ} (hp : 0 < p0) (hc : 0 < c) :
    StrictMonoOn (layerDipole p0 c) (Icc 0 (peakCoverage c)) ∧
    StrictAntiOn (layerDipole p0 c) (Ici (peakCoverage c)) ∧
    Tendsto (layerDipole p0 c) atTop (𝓝 0) := by
  have hpeak : 0 < peakCoverage c := by unfold peakCoverage; positivity
  have hcube : ∀ θ : ℝ, 0 ≤ θ → θ ^ (3 / 2 : ℝ) = √θ ^ 3 := by
    intro θ hθ
    rw [Real.sqrt_eq_rpow, ← Real.rpow_natCast, ← Real.rpow_mul hθ]
    norm_num
  refine ⟨?_, ?_, ?_⟩
  · intro x hx y hy hxy
    have hy0 : 0 < y := lt_of_le_of_lt hx.1 hxy
    have hb : c * √y ^ 3 ≤ 2 := by
      rw [← hcube y hy0.le, ← depolarization_at_peak hc]
      exact mul_le_mul_of_nonneg_left
        (Real.rpow_le_rpow hy0.le hy.2 (by norm_num)) hc.le
    rw [layerDipole_eq_sqrt p0 c hx.1, layerDipole_eq_sqrt p0 c hy0.le]
    have hst : √x < √y := Real.sqrt_lt_sqrt hx.1 hxy
    have hs : 0 ≤ √x := Real.sqrt_nonneg x
    have ht : 0 < √y := Real.sqrt_pos.2 hy0
    generalize √x = s at *
    generalize √y = t at *
    -- below the peak the gain in coverage outweighs the depolarization
    have key : c * s ^ 2 * t ^ 2 < s + t := by
      refine lt_of_mul_lt_mul_left ?_ ht.le
      nlinarith [mul_le_mul_of_nonneg_right hb (sq_nonneg s),
        mul_nonneg hs (sub_pos.2 hst).le, mul_pos ht (sub_pos.2 hst)]
    rw [div_lt_div_iff₀ (by positivity) (by positivity)]
    nlinarith [mul_pos (mul_pos hp (sub_pos.2 hst)) (sub_pos.2 key)]
  · intro x hx y hy hxy
    have hx0 : 0 < x := lt_of_lt_of_le hpeak hx
    have hy0 : 0 < y := hx0.trans hxy
    have hb : 2 ≤ c * √x ^ 3 := by
      rw [← hcube x hx0.le, ← depolarization_at_peak hc]
      exact mul_le_mul_of_nonneg_left
        (Real.rpow_le_rpow hpeak.le hx (by norm_num)) hc.le
    rw [layerDipole_eq_sqrt p0 c hx0.le, layerDipole_eq_sqrt p0 c hy0.le]
    have hst : √x < √y := Real.sqrt_lt_sqrt hx0.le hxy
    have hs : 0 < √x := Real.sqrt_pos.2 hx0
    have ht : 0 < √y := Real.sqrt_pos.2 hy0
    generalize √x = s at *
    generalize √y = t at *
    -- beyond the peak the depolarization wins
    have key : s + t < c * s ^ 2 * t ^ 2 := by
      refine lt_of_mul_lt_mul_left ?_ hs.le
      nlinarith [mul_le_mul_of_nonneg_right hb (sq_nonneg t),
        mul_pos hs (sub_pos.2 hst), mul_pos ht (sub_pos.2 hst)]
    rw [div_lt_div_iff₀ (by positivity) (by positivity)]
    nlinarith [mul_pos (mul_pos hp (sub_pos.2 hst)) (sub_pos.2 key)]
  · -- divide the high-coverage law by the square root of the coverage
    have hi : Tendsto (fun θ : ℝ => (√θ)⁻¹) atTop (𝓝 0) :=
      tendsto_inv_atTop_zero.comp Real.tendsto_sqrt_atTop
    have hm := hi.mul (tendsto_sqrt_mul_layerDipole p0 hc)
    rw [zero_mul] at hm
    refine hm.congr' ?_
    filter_upwards [eventually_gt_atTop (0 : ℝ)] with θ hθ
    exact inv_mul_cancel_left₀ (Real.sqrt_pos.2 hθ).ne' _

end

end ToppingDepolarization
```

The compiler's answer:

```
Main.lean:75:40: error: unsolved goals
p0 c : ℝ
hp : 0 < p0
hc : 0 < c
hpeak : 0 < peakCoverage c
hcube : ∀ (θ : ℝ), 0 ≤ θ → θ ^ (3 / 2) = √θ ^ 3
x : ℝ
hx : x ∈ Icc 0 (peakCoverage c)
y : ℝ
hy : y ∈ Icc 0 (peakCoverage c)
hxy : x < y
hy0 : 0 < y
⊢ 0 ≤ ?m.161
Main.lean:95:40: error: unsolved goals
p0 c : ℝ
hp : 0 < p0
hc : 0 < c
hpeak : 0 < peakCoverage c
hcube : ∀ (θ : ℝ), 0 ≤ θ → θ ^ (3 / 2) = √θ ^ 3
x : ℝ
hx : x ∈ Ici (peakCoverage c)
y : ℝ
hy : y ∈ Ici (peakCoverage c)
hxy : x < y
hx0 : 0 < x
hy0 : 0 < y
⊢ 0 ≤ ?m.444
```

After these edits no error is left:

```diff
@@ -71,7 +71,8 @@
     have hy0 : 0 < y := lt_of_le_of_lt hx.1 hxy
     have hb : c * √y ^ 3 ≤ 2 := by
-      rw [← hcube y hy0.le, ← depolarization_at_peak hc]
-      exact mul_le_mul_of_nonneg_left
-        (Real.rpow_le_rpow hy0.le hy.2 (by norm_num)) hc.le
+      have hm := mul_le_mul_of_nonneg_left
+        (Real.rpow_le_rpow hy0.le hy.2 (by norm_num : (0 : ℝ) ≤ 3 / 2)) hc.le
+      rw [depolarization_at_peak hc, hcube y hy0.le] at hm
+      exact hm
     rw [layerDipole_eq_sqrt p0 c hx.1, layerDipole_eq_sqrt p0 c hy0.le]
     have hst : √x < √y := Real.sqrt_lt_sqrt hx.1 hxy
@@ -91,7 +92,8 @@
     have hy0 : 0 < y := hx0.trans hxy
     have hb : 2 ≤ c * √x ^ 3 := by
-      rw [← hcube x hx0.le, ← depolarization_at_peak hc]
-      exact mul_le_mul_of_nonneg_left
-        (Real.rpow_le_rpow hpeak.le hx (by norm_num)) hc.le
+      have hm := mul_le_mul_of_nonneg_left
+        (Real.rpow_le_rpow hpeak.le (mem_Ici.1 hx) (by norm_num : (0 : ℝ) ≤ 3 / 2)) hc.le
+      rw [depolarization_at_peak hc, hcube x hx0.le] at hm
+      exact hm
     rw [layerDipole_eq_sqrt p0 c hx0.le, layerDipole_eq_sqrt p0 c hy0.le]
     have hst : √x < √y := Real.sqrt_lt_sqrt hx0.le hxy
```

Cause. Both errors come from rewriting with `← depolarization_at_peak hc`, which replaces the real number 2 by `c * peakCoverage c ^ (3 / 2)`. The step before it has just introduced the exponent `3 / 2`, and `rw` replaces the 2 in there as well as the bound. The powers on the two sides of the goal then have different exponents, while `Real.rpow_le_rpow` needs a common one. The exponent is left undetermined, so `norm_num` is asked to prove `0 ≤ ?m.161` in the first case and `0 ≤ ?m.444` in the second, and can't.

The repair first builds the inequality `hm` between the powers, with the exponent fixed by `(by norm_num : (0 : ℝ) ≤ 3 / 2)`. It then rewrites `hm` in the forward direction, turning the whole depolarization term at the peak into 2 and the other power into `√y ^ 3` or `√x ^ 3`. No 2 inside an exponent is replaced, and `hm` becomes the bound wanted. `mem_Ici.1 hx` only spells out the membership `hx` as an inequality; neither message concerns it.
